# Plane-wave averages over the k-point grid of a nonsingular integer matrix

Wave vectors k are given in reduced coordinates, so the unit cell of reciprocal space is [0,1)^d. Lattice vectors R have integer coordinates, and

R·k = Σ_i R_i k_i

carries no factor 2π; that factor sits in the plane wave exp(2πi R·k). As a subscript, i is an index; in an exponent it is the imaginary unit.

```lean
import Mathlib

open Matrix

namespace GeneralizedKGrid

noncomputable section

variable {ι : Type*} [Fintype ι] [DecidableEq ι]
```

The finite type `ι` labels the coordinate directions, and d is the number of its elements. A vector is a function on `ι`: `ι → ℝ` for wave vectors, `ι → ℤ` for lattice vectors. The dimension is arbitrary.

```lean
/-- The generalized k-point grid of an integer matrix `M`: the reduced wave vectors `k` in the
unit cell `[0,1)^d` for which `M k` is an integer vector. -/
def grid (M : Matrix ι ι ℤ) : Set (ι → ℝ) :=
  {k | (∀ i, 0 ≤ k i ∧ k i < 1) ∧ ∀ i, ∃ n : ℤ, ∑ j, (M i j : ℝ) * k j = n}
```

`grid M` is the set of k with 0 ≤ k_i < 1 for which every component of Mk is an integer. Row i of M is itself a lattice vector, and the condition says that its plane wave equals 1 at k. These are the wave vectors allowed by periodic boundary conditions on the supercell spanned by the rows of M.

```lean
/-- The plane wave `exp(2 π i R·k)` of the lattice vector `R` at the reduced wave vector `k`. -/
def phase (R : ι → ℤ) (k : ι → ℝ) : ℂ :=
  Complex.exp (2 * Real.pi * Complex.I * ((∑ i, (R i : ℝ) * k i : ℝ) : ℂ))
```

`phase R k` is exp(2πi R·k). The type annotations have the real number R·k computed first and then regarded as a complex number.

```lean
/-- The lattice vector `R` belongs to the superlattice `Mᵀ ℤ^d`. -/
def InSuperlattice (M : Matrix ι ι ℤ) (R : ι → ℤ) : Prop :=
  ∃ m : ι → ℤ, Mᵀ *ᵥ m = R
```

`InSuperlattice M R` says that R = Mᵀm for some integer vector m. Since Mᵀm = Σ_i m_i (row i of M), this is the lattice generated by the supercell vectors. The symbol `*ᵥ` is matrix times vector.

```lean
/-- Folding of a wave vector back into the unit cell `[0,1)^d`. -/
def fold (k : ι → ℝ) : ι → ℝ := fun i => Int.fract (k i)
```

`fold` replaces each coordinate by its fractional part, which brings k back into the unit cell.

## Finitely many k-points

```lean
/-- For a nonsingular integer matrix the generalized grid has finitely many k-points. -/
theorem grid_finite (M : Matrix ι ι ℤ) (hM : M.det ≠ 0) : (grid M).Finite := by
  have hD : (M.det : ℝ) ≠ 0 := by exact_mod_cast hM
  -- every coordinate is a fraction with denominator `det M`
  have hF : ((fun a : ℤ => (a : ℝ) / M.det) '' Set.Icc (-|M.det|) |M.det|).Finite :=
    (Set.finite_Icc _ _).image _
  refine (Set.Finite.pi' (fun _ : ι => hF)).subset ?_
  intro k hk l
  choose n hn using hk.2
  have hadj : ∀ j, ∑ i, (M.adjugate l i : ℝ) * (M i j : ℝ)
      = (M.det : ℝ) * ((1 : Matrix ι ι ℤ) l j : ℝ) := by
    intro j
    have h := congrFun (congrFun (Matrix.adjugate_mul M) l) j
    rw [Matrix.mul_apply, Matrix.smul_apply, smul_eq_mul] at h
    exact_mod_cast h
  have key : ∑ i, (M.adjugate l i : ℝ) * (n i : ℝ) = (M.det : ℝ) * k l := by
    simp_rw [← hn, Finset.mul_sum]
    rw [Finset.sum_comm]
    calc _ = ∑ j, (∑ i, (M.adjugate l i : ℝ) * (M i j : ℝ)) * k j := by
          simp only [Finset.sum_mul, mul_assoc]
      _ = ∑ j, ((M.det : ℝ) * ((1 : Matrix ι ι ℤ) l j : ℝ)) * k j :=
          Finset.sum_congr rfl fun j _ => by rw [hadj j]
      _ = (M.det : ℝ) * k l := by simp [Matrix.one_apply]
  have ha : ((∑ i, M.adjugate l i * n i : ℤ) : ℝ) = (M.det : ℝ) * k l := by
    rw [← key]
    simp
  refine ⟨∑ i, M.adjugate l i * n i, ?_, ?_⟩
  · have hb : |((∑ i, M.adjugate l i * n i : ℤ) : ℝ)| ≤ |(M.det : ℝ)| := by
      rw [ha, abs_mul]
      have h0 := hk.1 l
      exact mul_le_of_le_one_right (abs_nonneg _)
        (abs_le.2 ⟨by linarith [h0.1], by linarith [h0.2]⟩)
    exact abs_le.1 (by exact_mod_cast hb)
  · show ((∑ i, M.adjugate l i * n i : ℤ) : ℝ) / (M.det : ℝ) = k l
    rw [ha, mul_div_cancel_left₀ _ hD]
```

The hypothesis `hM` says det M ≠ 0, so the supercell has nonzero volume. Let Mk = n with n an integer vector. The adjugate adj(M) has integer entries and satisfies adj(M) M = (det M) 1, hence

det(M) k_l = Σ_i adj(M)_li n_i.

The right side is an integer a, and 0 ≤ k_l < 1 gives |a| ≤ |det M|. Each coordinate therefore belongs to the finite set of fractions a/det M with |a| ≤ |det M|, and only finitely many vectors can be built from such coordinates.

In the proof, `hF` is the finiteness of the set of fractions, `hadj` the adjugate identity, and `key` and `ha` the displayed equation. `Set.Finite.pi'` passes from coordinates to vectors.

```lean
/-- The k-points of the generalized grid as a finite set. -/
def kPoints (M : Matrix ι ι ℤ) (hM : M.det ≠ 0) : Finset (ι → ℝ) :=
  (grid_finite M hM).toFinset
```

With finiteness known, `kPoints` turns the grid into a `Finset`, over which Lean can sum. The proof `hM` is one of its arguments.

```lean
/-- The equal-weight average of a function over the k-points of the generalized grid. -/
def gridAverage (M : Matrix ι ι ℤ) (hM : M.det ≠ 0) (f : (ι → ℝ) → ℂ) : ℂ :=
  (∑ k ∈ kPoints M hM, f k) / ((kPoints M hM).card : ℂ)
```

`gridAverage` is the sum of f over the k-points divided by their number, all with equal weight.

## Phases, folding and shifts

```lean
omit [DecidableEq ι] in
/-- The plane wave equals one exactly when `R·k` is an integer. -/
theorem phase_eq_one_iff (R : ι → ℤ) (k : ι → ℝ) :
    phase R k = 1 ↔ ∃ n : ℤ, ∑ i, (R i : ℝ) * k i = n := by
  unfold phase
  rw [Complex.exp_eq_one_iff]
  constructor
  · rintro ⟨n, hn⟩
    refine ⟨n, ?_⟩
    have h : ((∑ i, (R i : ℝ) * k i : ℝ) : ℂ) = ((n : ℝ) : ℂ) := by
      apply mul_left_cancel₀ Complex.two_pi_I_ne_zero
      rw [hn]
      push_cast
      ring
    exact Complex.ofReal_injective h
  · rintro ⟨n, hn⟩
    exact ⟨n, by rw [hn]; push_cast; ring⟩
```

A plane wave equals 1 exactly when R·k is an integer. The exponential of z is 1 only for z = 2πi n with n an integer, and cancelling 2πi leaves R·k = n. Later proofs use this to write "Mk is integer" as `phase (M i) k = 1` for every row `M i`.

```lean
omit [DecidableEq ι] in
/-- Plane waves turn a sum of wave vectors into a product of phases. -/
theorem phase_add (R : ι → ℤ) (k q : ι → ℝ) :
    phase R (k + q) = phase R k * phase R q := by
  unfold phase
  rw [← Complex.exp_add]
  congr 1
  simp only [Pi.add_apply, mul_add, Finset.sum_add_distrib, Complex.ofReal_add]
```

This is exp(2πi R·(k+q)) = exp(2πi R·k) exp(2πi R·q), from the linearity of R·k in k.

```lean
omit [DecidableEq ι] in
/-- Folding a wave vector back into the unit cell leaves every lattice plane wave unchanged. -/
theorem phase_fold (R : ι → ℤ) (k : ι → ℝ) : phase R (fold k) = phase R k := by
  have h : phase R (fun i => (⌊k i⌋ : ℝ)) = 1 :=
    (phase_eq_one_iff _ _).2 ⟨∑ i, R i * ⌊k i⌋, by simp⟩
  have e : fold k + (fun i => (⌊k i⌋ : ℝ)) = k := by
    ext i
    exact Int.fract_add_floor (k i)
  calc phase R (fold k) = phase R (fold k) * phase R (fun i => (⌊k i⌋ : ℝ)) := by
        rw [h, mul_one]
    _ = phase R k := by rw [← phase_add, e]
```

Write k = fold(k) + g, where g_i is the integer part of k_i. Then R·g is an integer, its phase is 1, and the previous rule shows that folding leaves the plane wave unchanged.

```lean
/-- If `R` is outside the superlattice, some wave vector `q` with `M q` integer has
`exp(2 π i R·q) ≠ 1`. -/
theorem exists_shift (M : Matrix ι ι ℤ) (hM : M.det ≠ 0) (R : ι → ℤ)
    (hR : ¬ InSuperlattice M R) :
    ∃ q : ι → ℝ, (∀ i, phase (M i) q = 1) ∧ phase R q ≠ 1 := by
  by_contra hcon
  have hall : ∀ q : ι → ℝ, (∀ i, phase (M i) q = 1) → phase R q = 1 :=
    fun q hq => by_contra fun h => hcon ⟨q, hq, h⟩
  apply hR
  have hD : (M.det : ℝ) ≠ 0 := by exact_mod_cast hM
  -- test against the columns of the inverse matrix
  have hcol : ∀ j, ∃ n : ℤ, ∑ l, (R l : ℝ) * ((M.adjugate l j : ℝ) / (M.det : ℝ)) = n := by
    intro j
    refine (phase_eq_one_iff R (fun l => (M.adjugate l j : ℝ) / (M.det : ℝ))).1
      (hall _ fun i => (phase_eq_one_iff _ _).2 ⟨(1 : Matrix ι ι ℤ) i j, ?_⟩)
    have h := congrFun (congrFun (Matrix.mul_adjugate M) i) j
    rw [Matrix.mul_apply, Matrix.smul_apply, smul_eq_mul] at h
    have h' : ∑ l, (M i l : ℝ) * (M.adjugate l j : ℝ)
        = (M.det : ℝ) * ((1 : Matrix ι ι ℤ) i j : ℝ) := by exact_mod_cast h
    simp_rw [← mul_div_assoc]
    rw [← Finset.sum_div, h', mul_div_cancel_left₀ _ hD]
  choose n hn using hcol
  refine ⟨n, ?_⟩
  have h1 : R ᵥ* M.adjugate = M.det • n := by
    ext j
    have h := hn j
    simp_rw [← mul_div_assoc] at h
    rw [← Finset.sum_div, div_eq_iff hD] at h
    have h2 : ∑ l, R l * M.adjugate l j = n j * M.det := by exact_mod_cast h
    rw [Pi.smul_apply, smul_eq_mul, mul_comm]
    exact h2
  have h3 : M.det • R = M.det • (n ᵥ* M) := by
    rw [← Matrix.smul_vecMul, ← h1, Matrix.vecMul_vecMul, Matrix.adjugate_mul,
      Matrix.vecMul_smul, Matrix.vecMul_one]
  rw [Matrix.mulVec_transpose]
  ext j
  have h4 := congrFun h3 j
  simp only [Pi.smul_apply, smul_eq_mul] at h4
  exact (mul_left_cancel₀ hM h4).symm
```

If R is not in the superlattice, there is a q with Mq integer and exp(2πi R·q) ≠ 1. Suppose there were none, so that R·q is an integer whenever Mq is. Take for q column j of M⁻¹:

q_l = adj(M)_lj / det M.

Then Mq is the j-th unit vector, which is integer, so n_j = Σ_l R_l (M⁻¹)_lj is an integer too. Collecting all j gives

Rᵀ M⁻¹ = nᵀ, hence R = Mᵀn,

and R would be in the superlattice after all.

Here `hcol` supplies the integers n_j. The proof then stays with integer matrices: `h1` is Rᵀ adj(M) = det(M) nᵀ, `h3` follows on multiplying by M from the right, and the last line cancels det M.

```lean
omit [Fintype ι] [DecidableEq ι] in
/-- Shifting a wave vector of the unit cell by `q` and then by `-q`, with folding after each
shift, restores it. -/
theorem fold_shift_back (k q : ι → ℝ) (hk : ∀ i, 0 ≤ k i ∧ k i < 1) :
    fold (fold (k + q) + -q) = k := by
  ext i
  refine Int.fract_eq_iff.2 ⟨(hk i).1, (hk i).2, -⌊k i + q i⌋, ?_⟩
  show Int.fract (k i + q i) + -q i - k i = _
  push_cast
  linarith [Int.self_sub_floor (k i + q i)]
```

For k in the unit cell, shifting by q, folding, shifting by −q and folding again restores k. The first fold subtracts the integer ⌊k_i + q_i⌋, so after the shift back the coordinate differs from k_i by an integer. Since k_i is in [0,1), it is the fractional part.

## The average of one plane wave

```lean
open Classical in
/-- Averaged over the generalized grid of a nonsingular integer matrix `M`, the plane wave of a
lattice vector `R` gives one if `R` lies in `Mᵀ ℤ^d` and zero otherwise. -/
theorem gridAverage_phase (M : Matrix ι ι ℤ) (hM : M.det ≠ 0) (R : ι → ℤ) :
    gridAverage M hM (phase R) = if InSuperlattice M R then 1 else 0 := by
  have hmem : ∀ k, k ∈ kPoints M hM ↔
      (∀ i, 0 ≤ k i ∧ k i < 1) ∧ ∀ i, phase (M i) k = 1 := by
    intro k
    simp only [kPoints, Set.Finite.mem_toFinset, grid, Set.mem_ofPred_eq, phase_eq_one_iff]
  have hzero : ∀ Q : ι → ℤ, phase Q 0 = 1 := fun Q => by simp [phase]
  unfold gridAverage
  split_ifs with hR
  · -- every phase is one
    obtain ⟨m, rfl⟩ := hR
    have hone : ∀ k ∈ kPoints M hM, phase (Mᵀ *ᵥ m) k = 1 := by
      intro k hk
      choose n hn using fun i => (phase_eq_one_iff _ _).1 (((hmem k).1 hk).2 i)
      refine (phase_eq_one_iff _ _).2 ⟨∑ i, m i * n i, ?_⟩
      rw [Int.cast_sum]
      simp_rw [Int.cast_mul, ← hn, Finset.mul_sum]
      rw [Finset.sum_comm]
      refine Finset.sum_congr rfl fun j _ => ?_
      simp only [Matrix.mulVec, dotProduct, Matrix.transpose_apply, Int.cast_sum,
        Int.cast_mul, Finset.sum_mul]
      exact Finset.sum_congr rfl fun i _ => by ring
    have hne : (kPoints M hM).Nonempty :=
      ⟨0, (hmem 0).2 ⟨fun i => by simp, fun i => hzero _⟩⟩
    have hc : ((kPoints M hM).card : ℂ) ≠ 0 := by exact_mod_cast hne.card_pos.ne'
    rw [Finset.sum_congr rfl hone, Finset.sum_const, nsmul_eq_mul, mul_one, div_self hc]
  · -- a translation permutes the grid and multiplies the sum by a nontrivial phase
    obtain ⟨q, hq, hRq⟩ := exists_shift M hM R hR
    have hq' : ∀ i, phase (M i) (-q) = 1 := by
      intro i
      have h := phase_add (M i) q (-q)
      rw [add_neg_cancel, hzero, hq i, one_mul] at h
      exact h.symm
    have hmove : ∀ p : ι → ℝ, (∀ i, phase (M i) p = 1) →
        ∀ k ∈ kPoints M hM, fold (k + p) ∈ kPoints M hM := by
      intro p hp k hk
      refine (hmem _).2 ⟨fun i => ⟨Int.fract_nonneg _, Int.fract_lt_one _⟩, fun i => ?_⟩
      rw [phase_fold, phase_add, ((hmem k).1 hk).2 i, hp i, one_mul]
    have hs : ∑ k ∈ kPoints M hM, phase R q * phase R k = ∑ k ∈ kPoints M hM, phase R k := by
      refine Finset.sum_nbij' (fun k => fold (k + q)) (fun k => fold (k + -q))
        (hmove q hq) (hmove (-q) hq') ?_ ?_ ?_
      · intro k hk
        exact fold_shift_back k q ((hmem k).1 hk).1
      · intro k hk
        have h := fold_shift_back k (-q) ((hmem k).1 hk).1
        rw [neg_neg] at h
        exact h
      · intro k _
        show phase R q * phase R k = phase R (fold (k + q))
        rw [phase_fold, phase_add, mul_comm]
    rw [← Finset.mul_sum] at hs
    have h0 : (phase R q - 1) * ∑ k ∈ kPoints M hM, phase R k = 0 := by
      linear_combination hs
    rw [(mul_eq_zero.1 h0).resolve_left (sub_ne_zero.2 hRq), zero_div]
```

With N_k the number of k-points, the theorem reads

(1/N_k) Σ_k exp(2πi R·k) = 1 if R ∈ Mᵀℤ^d, and 0 for every other integer R.

`split_ifs` separates the two cases.

If R = Mᵀm, then for each grid point with Mk = n

R·k = Σ_j Σ_i M_ij m_i k_j = Σ_i m_i (Mk)_i = Σ_i m_i n_i,

an integer. Every phase is 1 (`hone`). The grid contains k = 0, so N_k ≠ 0 and the average is 1.

If R is not in the superlattice, take q from `exists_shift`. The map k ↦ fold(k+q) sends the grid into itself (`hmove`), because M(k+q) is integer and folding changes k only by integers. The same map with −q undoes it, so the grid is merely permuted. With S = Σ_k exp(2πi R·k),

S = Σ_k exp(2πi R·(k+q)) = exp(2πi R·q) S.

Thus (exp(2πi R·q) − 1) S = 0 with a nonzero first factor, and S = 0. `Finset.sum_nbij'` is the change of summation variable: it takes the map and its inverse and asks for the checks just made.

The argument also settles shifted grids, although the file has no theorem for them. Replacing k by k + s, with a fixed offset s, multiplies every phase by exp(2πi R·s), so the average becomes exp(2πi R·s) on the superlattice and stays 0 elsewhere.

## Aliasing in finite Fourier sums

```lean
open Classical in
/-- Aliasing formula: the grid average of a finite Fourier sum is the sum of the coefficients
whose lattice vectors lie in the superlattice. -/
theorem gridAverage_fourier (M : Matrix ι ι ℤ) (hM : M.det ≠ 0) (S : Finset (ι → ℤ))
    (c : (ι → ℤ) → ℂ) :
    gridAverage M hM (fun k => ∑ R ∈ S, c R * phase R k)
      = ∑ R ∈ S, if InSuperlattice M R then c R else 0 := by
  unfold gridAverage
  rw [Finset.sum_comm, Finset.sum_div]
  refine Finset.sum_congr rfl fun R _ => ?_
  have h := gridAverage_phase M hM R
  unfold gridAverage at h
  rw [← Finset.mul_sum, mul_div_assoc, h]
  split_ifs <;> simp
```

For a finite set S of lattice vectors (no longer the phase sum above) and coefficients c_R, exchanging the two finite sums gives

average of Σ_{R∈S} c_R exp(2πi R·k) = Σ_{R∈S, R∈Mᵀℤ^d} c_R.

Superlattice vectors are indistinguishable from R = 0 on the grid. If S contains 0, the coefficients of the other superlattice vectors in S are therefore added to c_0.

```lean
/-- The grid average returns the zeroth Fourier coefficient of every Fourier sum over `S` exactly
when `S`, which is assumed to contain 0, contains no nonzero superlattice vector. -/
theorem gridAverage_exact_iff (M : Matrix ι ι ℤ) (hM : M.det ≠ 0) (S : Finset (ι → ℤ))
    (hS : 0 ∈ S) :
    (∀ c : (ι → ℤ) → ℂ, gridAverage M hM (fun k => ∑ R ∈ S, c R * phase R k) = c 0)
      ↔ ∀ R ∈ S, InSuperlattice M R → R = 0 := by
  classical
  constructor
  · intro h R hRS hR
    by_contra hne
    -- a single aliased plane wave already spoils the average
    have h1 := h (fun Q => if Q = R then 1 else 0)
    rw [gridAverage_fourier, Finset.sum_eq_single R
      (fun Q _ hQ => by simp [hQ]) (fun hn => absurd hRS hn)] at h1
    simp [hR, Ne.symm hne] at h1
  · intro h c
    have h0 : InSuperlattice M 0 := ⟨0, Matrix.mulVec_zero _⟩
    rw [gridAverage_fourier, Finset.sum_eq_single 0
      (fun Q hQS hQ => if_neg fun hin => hQ (h Q hQS hin)) (fun hn => absurd hS hn),
      if_pos h0]
```

Let S contain 0. The grid average equals c_0 for every choice of coefficients exactly when 0 is the only superlattice vector in S. If so, only c_0 survives in the aliasing formula. If some nonzero R in S is a superlattice vector, choose c_R = 1 and all other coefficients 0: the average is 1, while c_0 = 0.

The coefficient c_0 is the mean of the Fourier sum over the whole Brillouin zone. Take a k-dependent quantity whose Fourier components all lie in a finite set S containing 0, such as the band of a tight-binding model with one orbital per cell, orthonormal between cells, and hopping of finite range. A grid that meets the criterion for S gives its Brillouin-zone mean without sampling error. A grid that does not meet it is wrong for some coefficients on S, but may still be right for a particular quantity, since aliased coefficients can vanish or cancel. Infinite Fourier series, the occupation steps of metals and symmetry-reduced grids with unequal weights are not treated.

```lean
/-- For a diagonal matrix with entries `N i`, a lattice vector lies in the superlattice exactly
when each `N i` divides its component `R i`. -/
theorem inSuperlattice_diagonal (N R : ι → ℤ) :
    InSuperlattice (Matrix.diagonal N) R ↔ ∀ i, N i ∣ R i := by
  constructor
  · rintro ⟨m, rfl⟩ i
    exact ⟨m i, by rw [Matrix.diagonal_transpose, Matrix.mulVec_diagonal]⟩
  · intro h
    choose m hm using h
    refine ⟨m, ?_⟩
    ext i
    rw [Matrix.diagonal_transpose, Matrix.mulVec_diagonal, hm i]

end

end GeneralizedKGrid
```

For M = diag(N_i), the equation R = Mᵀm reads R_i = N_i m_i, so R is in the superlattice exactly when N_i divides R_i for every i. With positive N_i the grid is the familiar Γ-centred mesh k_i = n_i/N_i, 0 ≤ n_i < N_i.

```lean
#print axioms GeneralizedKGrid.gridAverage_exact_iff
#print axioms GeneralizedKGrid.inSuperlattice_diagonal
```

```
'GeneralizedKGrid.gridAverage_exact_iff' depends on axioms: [propext, Classical.choice, Quot.sound]
'GeneralizedKGrid.inSuperlattice_diagonal' depends on axioms: [propext, Classical.choice, Quot.sound]
```
